# Two radial moments of a Dirac–Coulomb bound state from its energy and angular quantum number

Let \(P\) and \(Q\) be the radial components of a bound state of an electron in the potential \(-a/r\), normalised by \(\int_0^\infty(P^2+Q^2)\,dr=1\), with energy \(E\), rest energy included, and angular quantum number \(k\). The electron mass, the speed of light and \(\hbar\) are the units, and the signs of \(k\) and \(Q\) are those of the radial equations below. If \(P,Q\to0\) at the origin, \(r(P^2+Q^2)\to0\) at infinity and \(rPQ\) is integrable, then \(\int_0^\infty(P^2-Q^2)\,dr=E\) and \(\int_0^\infty rPQ\,dr=(2kE-1)/4\).

```lean
import Mathlib

open MeasureTheory Set Filter
open scoped Topology

namespace DiracCoulombMoments

noncomputable section

/-- A normalised bound state of the radial Dirac equation with angular quantum number `k`,
Coulomb strength `a` and energy `E`, in units of the rest energy. -/
structure BoundState (k a E : ℝ) (P Q : ℝ → ℝ) : Prop where
  eqP : ∀ r > 0, HasDerivAt P (-k * P r / r + (E + a / r + 1) * Q r) r
  eqQ : ∀ r > 0, HasDerivAt Q (k * Q r / r - (E + a / r - 1) * P r) r
  normalized : ∫ r in Ioi (0 : ℝ), (P r ^ 2 + Q r ^ 2) = 1
  integrable_rPQ : IntegrableOn (fun r => r * (P r * Q r)) (Ioi 0)
  zeroP : Tendsto P (𝓝[>] 0) (𝓝 0)
  zeroQ : Tendsto Q (𝓝[>] 0) (𝓝 0)
  infty : Tendsto (fun r => r * (P r ^ 2 + Q r ^ 2)) atTop (𝓝 0)

/-- The g factor of a normalised Dirac state in a weak uniform magnetic field, as a multiple of the
radial integral of `r P Q`; the domain is `k ^ 2 ≠ 1 / 4`. -/
def gFactor (k : ℝ) (P Q : ℝ → ℝ) : ℝ :=
  2 * k * (∫ r in Ioi (0 : ℝ), r * (P r * Q r)) / (k ^ 2 - 1 / 4)

/-- Two differential identities for quadratic expressions in the radial components. -/
theorem radial_identities {k a E : ℝ} {P Q : ℝ → ℝ} (h : BoundState k a E P Q)
    {r : ℝ} (hr : 0 < r) :
    HasDerivAt (fun x => (E * x + a) * (P x ^ 2 + Q x ^ 2) - x * (P x ^ 2 - Q x ^ 2)
        - 2 * k * (P x * Q x))
      (E * (P r ^ 2 + Q r ^ 2) - (P r ^ 2 - Q r ^ 2)) r ∧
    HasDerivAt (fun x => x * (P x ^ 2 + Q x ^ 2))
      (P r ^ 2 + Q r ^ 2 - 2 * k * (P r ^ 2 - Q r ^ 2) + 4 * (r * (P r * Q r))) r := by
  have sq : ∀ {f : ℝ → ℝ} {d : ℝ}, HasDerivAt f d r →
      HasDerivAt (fun x => f x ^ 2) (2 * f r * d) r :=
    fun hf => (hf.fun_pow 2).congr_deriv (by simp)
  have hP := h.eqP r hr
  have hQ := h.eqQ r hr
  have hx := hasDerivAt_id' r
  have hS := (sq hP).fun_add (sq hQ)
  have hD := (sq hP).fun_sub (sq hQ)
  constructor
  · refine (((((hx.const_mul E).add_const a).fun_mul hS).fun_sub (hx.fun_mul hD)).fun_sub
      ((hP.fun_mul hQ).const_mul (2 * k))).congr_deriv ?_
    field_simp
    ring
  · refine (hx.fun_mul hS).congr_deriv ?_
    field_simp
    ring

/-- The integral of a derivative over the half-line vanishes when the boundary terms do. -/
theorem integral_eq_zero_of_boundary {F f : ℝ → ℝ} (hF : ∀ r > 0, HasDerivAt F (f r) r)
    (hf : IntegrableOn f (Ioi 0)) (h0 : Tendsto F (𝓝[>] 0) (𝓝 0))
    (hi : Tendsto F atTop (𝓝 0)) : ∫ r in Ioi (0 : ℝ), f r = 0 := by
  -- give F its limiting value at the origin
  have hc : ContinuousWithinAt (Function.update F 0 0) (Ici 0) 0 := by
    have hs : Ici (0 : ℝ) \ {0} = Ioi 0 := by
      ext x
      constructor
      · rintro ⟨h1, h2⟩
        exact mem_Ioi.2 (lt_of_le_of_ne (mem_Ici.1 h1) (fun e => h2 e.symm))
      · intro hx
        exact ⟨mem_Ici.2 (mem_Ioi.1 hx).le, fun e => (mem_Ioi.1 hx).ne' e⟩
    rw [continuousWithinAt_update_same, hs]
    exact h0
  have hd : ∀ r ∈ Ioi (0 : ℝ), HasDerivAt (Function.update F 0 0) (f r) r := by
    intro r hr
    refine (hF r hr).congr_of_eventuallyEq ?_
    filter_upwards [Ioi_mem_nhds (mem_Ioi.1 hr)] with x hx
    exact Function.update_of_ne (mem_Ioi.1 hx).ne' _ _
  have ht : Tendsto (Function.update F 0 0) atTop (𝓝 0) := by
    refine hi.congr' ?_
    filter_upwards [Ioi_mem_atTop (0 : ℝ)] with x hx
    exact (Function.update_of_ne (mem_Ioi.1 hx).ne' _ _).symm
  rw [integral_Ioi_of_hasDerivAt_of_tendsto hc hd hf ht, Function.update_self, sub_zero]

/-- The sum and the difference of the two radial densities are integrable. -/
theorem integrable_densities {k a E : ℝ} {P Q : ℝ → ℝ} (h : BoundState k a E P Q) :
    Integrable (fun r => P r ^ 2 + Q r ^ 2) (volume.restrict (Ioi 0)) ∧
    Integrable (fun r => P r ^ 2 - Q r ^ 2) (volume.restrict (Ioi 0)) := by
  have hS : Integrable (fun r => P r ^ 2 + Q r ^ 2) (volume.restrict (Ioi 0)) := by
    by_contra hn
    have h1 := h.normalized
    rw [integral_undef hn] at h1
    exact zero_ne_one h1
  refine ⟨hS, hS.mono' (ContinuousOn.aestronglyMeasurable (fun r hr =>
    (((h.eqP r hr).continuousAt.pow 2).sub
      ((h.eqQ r hr).continuousAt.pow 2)).continuousWithinAt) measurableSet_Ioi)
    (Eventually.of_forall fun r => ?_)⟩
  rw [Real.norm_eq_abs, abs_le]
  constructor <;> nlinarith [sq_nonneg (P r), sq_nonneg (Q r)]

/-- In a Dirac-Coulomb bound state the integral of `P² - Q²` is the energy, and the integral
of `r P Q` is fixed by the energy and the angular quantum number. -/
theorem radial_moments {k a E : ℝ} {P Q : ℝ → ℝ} (h : BoundState k a E P Q) :
    ∫ r in Ioi (0 : ℝ), (P r ^ 2 - Q r ^ 2) = E ∧
    ∫ r in Ioi (0 : ℝ), r * (P r * Q r) = (2 * k * E - 1) / 4 := by
  obtain ⟨hS, hD⟩ := integrable_densities h
  have hX : Integrable (fun r => r * (P r * Q r)) (volume.restrict (Ioi 0)) :=
    h.integrable_rPQ
  have hr0 : Tendsto (fun r : ℝ => r) (𝓝[>] 0) (𝓝 0) :=
    tendsto_id.mono_left nhdsWithin_le_nhds
  have hS0 := (h.zeroP.pow 2).add (h.zeroQ.pow 2)
  have hD0 := (h.zeroP.pow 2).sub (h.zeroQ.pow 2)
  -- at large r every boundary term is dominated by r (P² + Q²)
  have dom : ∀ g : ℝ → ℝ, (∀ r ≥ 1, |g r| ≤ r * (P r ^ 2 + Q r ^ 2)) →
      Tendsto g atTop (𝓝 0) := by
    intro g hg
    refine squeeze_zero_norm' ?_ h.infty
    filter_upwards [eventually_ge_atTop (1 : ℝ)] with r hr
    rw [Real.norm_eq_abs]
    exact hg r hr
  have big : ∀ r ≥ (1 : ℝ), 0 ≤ (r - 1) * (P r ^ 2 + Q r ^ 2) :=
    fun r hr => mul_nonneg (sub_nonneg.2 hr) (by positivity)
  have tS := dom (fun r => P r ^ 2 + Q r ^ 2) (fun r hr => by
    rw [abs_of_nonneg (by positivity)]
    linarith [big r hr])
  have tD := dom (fun r => r * (P r ^ 2 - Q r ^ 2)) (fun r hr => by
    have h0 : 0 ≤ r := by linarith
    rw [abs_le]
    constructor <;> nlinarith [mul_nonneg h0 (sq_nonneg (P r)), mul_nonneg h0 (sq_nonneg (Q r))])
  have tX := dom (fun r => P r * Q r) (fun r hr => by
    rw [abs_le]
    constructor <;> nlinarith [big r hr, sq_nonneg (P r - Q r), sq_nonneg (P r + Q r),
      sq_nonneg (P r), sq_nonneg (Q r)])
  -- the first identity gives the energy
  have e1 : ∫ r in Ioi (0 : ℝ), (P r ^ 2 - Q r ^ 2) = E := by
    have key := integral_eq_zero_of_boundary (fun r hr => (radial_identities h hr).1)
      ((hS.const_mul E).sub hD)
      (by simpa using ((((hr0.const_mul E).add_const a).mul hS0).sub (hr0.mul hD0)).sub
            ((h.zeroP.mul h.zeroQ).const_mul (2 * k)))
      (by
        convert (((h.infty.const_mul E).add (tS.const_mul a)).sub tD).sub
          (tX.const_mul (2 * k)) using 1
        · funext r
          ring
        · simp)
    rw [integral_sub (hS.const_mul E) hD, integral_const_mul, h.normalized] at key
    linarith
  refine ⟨e1, ?_⟩
  -- the second identity then gives the moment of r P Q
  have hSD : Integrable (fun r => P r ^ 2 + Q r ^ 2 - 2 * k * (P r ^ 2 - Q r ^ 2))
      (volume.restrict (Ioi 0)) := hS.sub (hD.const_mul (2 * k))
  have key := integral_eq_zero_of_boundary (fun r hr => (radial_identities h hr).2)
    (hSD.add (hX.const_mul 4)) (by simpa using hr0.mul hS0) h.infty
  rw [integral_add hSD (hX.const_mul 4), integral_sub hS (hD.const_mul (2 * k)),
    integral_const_mul, integral_const_mul, h.normalized, e1] at key
  linarith

/-- The energy of a bound state does not exceed the rest energy in absolute value. -/
theorem abs_energy_le_one {k a E : ℝ} {P Q : ℝ → ℝ} (h : BoundState k a E P Q) :
    |E| ≤ 1 := by
  have key := norm_integral_le_of_norm_le (f := fun r => P r ^ 2 - Q r ^ 2)
    (integrable_densities h).1 (Eventually.of_forall fun r => by
      rw [Real.norm_eq_abs, abs_le]
      constructor <;> nlinarith [sq_nonneg (P r), sq_nonneg (Q r)])
  rwa [(radial_moments h).1, h.normalized, Real.norm_eq_abs] at key

/-- The g factor of a bound state is determined by its energy and angular quantum number. -/
theorem gFactor_mul_eq {k a E : ℝ} {P Q : ℝ → ℝ} (h : BoundState k a E P Q)
    (hk : k ^ 2 ≠ 1 / 4) :
    gFactor k P Q * (k ^ 2 - 1 / 4) = k * (k * E - 1 / 2) := by
  rw [gFactor, div_mul_cancel₀ _ (sub_ne_zero.2 hk), (radial_moments h).2]
  ring

/-- The nodeless radial profile `r ^ E * exp (-a r)`. -/
def profile (a E r : ℝ) : ℝ := r ^ E * Real.exp (-(a * r))

/-- The normalisation constant of the nodeless state, for `0 < a`, `0 < E` and `a ^ 2 + E ^ 2 = 1`.
-/
def amplitude (a E : ℝ) : ℝ :=
  (√(2 * (1 + E) * ∫ r in Ioi (0 : ℝ), profile a E r ^ 2))⁻¹

/-- The large component of the nodeless state, for `0 < a`, `0 < E` and `a ^ 2 + E ^ 2 = 1`. -/
def groundP (a E r : ℝ) : ℝ := amplitude a E * (1 + E) * profile a E r

/-- The small component of the nodeless state, for `0 < a`, `0 < E` and `a ^ 2 + E ^ 2 = 1`. -/
def groundQ (a E r : ℝ) : ℝ := -(amplitude a E * a) * profile a E r

/-- The explicit nodeless functions form a bound state with `k = -1` when `a` and `E` are positive
and `a² + E² = 1`. -/
theorem boundState_witness {a E : ℝ} (ha : 0 < a) (hE : 0 < E) (h : a ^ 2 + E ^ 2 = 1) :
    BoundState (-1) a E (groundP a E) (groundQ a E) := by
  have hu : ∀ r > 0, HasDerivAt (profile a E) ((E / r - a) * profile a E r) r := by
    intro r hr
    have h1 := Real.hasDerivAt_rpow_const (x := r) (p := E) (Or.inl hr.ne')
    have h2 := ((hasDerivAt_id' r).const_mul a).fun_neg.exp
    refine (h1.fun_mul h2).congr_deriv ?_
    rw [Real.rpow_sub_one hr.ne', profile]
    ring
  have usq : ∀ r > 0, profile a E r ^ 2 = r ^ (2 * E) * Real.exp (-(2 * a * r)) := by
    intro r hr
    have h2 : Real.exp (-(2 * a * r)) = Real.exp (-(a * r)) * Real.exp (-(a * r)) := by
      rw [← Real.exp_add]
      congr 1
      ring
    rw [profile, h2, two_mul, Real.rpow_add hr]
    ring
  have rusq : ∀ r > 0, r ^ (2 * E + 1) * Real.exp (-(2 * a * r)) = r * profile a E r ^ 2 := by
    intro r hr
    rw [usq r hr, Real.rpow_add hr, Real.rpow_one]
    ring
  -- Gamma integrals are positive, hence the integrands are integrable
  have pos : ∀ p : ℝ, 0 < p →
      0 < ∫ r in Ioi (0 : ℝ), r ^ p * Real.exp (-(2 * a * r)) := by
    intro p hp
    have hp1 : 0 < p + 1 := by linarith
    have ha2 : 0 < 2 * a := by linarith
    have key := Real.integral_rpow_mul_exp_neg_mul_Ioi hp1 ha2
    rw [add_sub_cancel_right] at key
    rw [key]
    have hG := Real.Gamma_pos_of_pos hp1
    positivity
  have hJ : 0 < ∫ r in Ioi (0 : ℝ), profile a E r ^ 2 := by
    rw [setIntegral_congr_fun measurableSet_Ioi (fun r hr => usq r hr)]
    exact pos (2 * E) (by linarith)
  have dens : ∀ r, groundP a E r ^ 2 + groundQ a E r ^ 2
      = amplitude a E ^ 2 * (2 * (1 + E)) * profile a E r ^ 2 := by
    intro r
    unfold groundP groundQ
    linear_combination (amplitude a E ^ 2 * profile a E r ^ 2) * h
  have u0 : Tendsto (profile a E) (𝓝[>] 0) (𝓝 0) := by
    have hc : Continuous (profile a E) :=
      (Real.continuous_rpow_const hE.le).mul
        (Real.continuous_exp.comp (continuous_const.mul continuous_id).neg)
    have hz : profile a E 0 = 0 := by
      rw [profile, Real.zero_rpow hE.ne', zero_mul]
    have ht := hc.tendsto 0
    rw [hz] at ht
    exact ht.mono_left nhdsWithin_le_nhds
  refine ⟨fun r hr => ?_, fun r hr => ?_, ?_, ?_, ?_, ?_, ?_⟩
  · refine ((hu r hr).const_mul (amplitude a E * (1 + E))).congr_deriv ?_
    unfold groundP groundQ
    linear_combination (amplitude a E * profile a E r / r) * h
  · refine ((hu r hr).const_mul (-(amplitude a E * a))).congr_deriv ?_
    unfold groundP groundQ
    linear_combination (amplitude a E * profile a E r) * h
  · simp_rw [dens]
    rw [integral_const_mul, amplitude, inv_pow, Real.sq_sqrt (by positivity), mul_assoc]
    exact inv_mul_cancel₀ (by positivity)
  · have hi : IntegrableOn (fun r : ℝ => r ^ (2 * E + 1) * Real.exp (-(2 * a * r))) (Ioi 0) := by
      by_contra hn
      exact (pos (2 * E + 1) (by linarith)).ne' (integral_undef hn)
    refine IntegrableOn.congr_fun
      (Integrable.const_mul hi (-(amplitude a E ^ 2 * (1 + E) * a))) (fun r hr => ?_)
      measurableSet_Ioi

    rw [rusq r hr, groundP, groundQ]
    ring
  · have ht := u0.const_mul (amplitude a E * (1 + E))
    rw [mul_zero] at ht
    exact ht
  · have ht := u0.const_mul (-(amplitude a E * a))
    rw [mul_zero] at ht
    exact ht
  · have ht := (tendsto_rpow_mul_exp_neg_mul_atTop_nhds_zero (2 * E + 1) (2 * a)
      (by linarith)).const_mul (amplitude a E ^ 2 * (2 * (1 + E)))
    rw [mul_zero] at ht
    refine ht.congr' ?_
    filter_upwards [Ioi_mem_atTop (0 : ℝ)] with r hr
    rw [dens, neg_mul, rusq r hr]
    ring

/-- The g factor of the explicit nodeless state with `k = -1` is `(2/3) (1 + 2 E)`. -/
theorem gFactor_ground {a E : ℝ} (ha : 0 < a) (hE : 0 < E) (h : a ^ 2 + E ^ 2 = 1) :
    gFactor (-1) (groundP a E) (groundQ a E) = 2 / 3 * (1 + 2 * E) := by
  have key := gFactor_mul_eq (boundState_witness ha hE h) (by norm_num)
  linarith

end

end DiracCoulombMoments
```

```lean
#print axioms DiracCoulombMoments.radial_moments
#print axioms DiracCoulombMoments.abs_energy_le_one
#print axioms DiracCoulombMoments.gFactor_ground
```

```
'DiracCoulombMoments.radial_moments' depends on axioms: [propext, Classical.choice, Quot.sound]
'DiracCoulombMoments.abs_energy_le_one' depends on axioms: [propext, Classical.choice, Quot.sound]
'DiracCoulombMoments.gFactor_ground' depends on axioms: [propext, Classical.choice, Quot.sound]
```

## The bound state and its g factor

`BoundState k a E P Q` collects the radial equations on \(r>0\), the normalisation and the conditions above. In the units above, a nucleus of charge number \(Z\) has \(a=Z\alpha\), where \(\alpha\) is the fine-structure constant. Physical values of \(k\) are nonzero integers, and the total angular momentum quantum number is \(j=|k|-\tfrac12\); the theorems allow any real \(k\). The boundary conditions are assumed, not derived from the equations.

The first moment in `radial_moments` is the expectation value of the Dirac matrix \(\beta\). Since \(|P^2-Q^2|\le P^2+Q^2\), it also gives \(|E|\le1\), which is `abs_energy_le_one`.

The second moment enters the first-order Zeeman shift \(g\mu_{\mathrm B}Bm_j\) in a weak uniform magnetic field \(B\), where \(\mu_{\mathrm B}\) is the Bohr magneton and \(m_j\) the quantum number of the total angular momentum along the field. `gFactor` takes the resulting expression as a definition:

\[
g=\frac{2k}{k^2-\frac14}\int_0^\infty rPQ\,dr=\frac{k(kE-\frac12)}{k^2-\frac14},\qquad k^2-\tfrac14=j(j+1).
\]

The second equality is `gFactor_mul_eq`, stated without the division and for \(k^2\ne\tfrac14\). For one electron and an infinitely heavy, spinless point nucleus, without radiative corrections, \(g\) therefore follows from \(k\) and \(E\) alone, and the two moments can check a numerical radial solution.

## Two derivatives that integrate to zero

Write \(S=P^2+Q^2\), \(D=P^2-Q^2\), \(X=PQ\) and \(W=E+a/r\). The radial equations are

\[
P'=-\frac{kP}{r}+(W+1)Q,\qquad Q'=\frac{kQ}{r}-(W-1)P,
\]

and the product rule gives

\[
S'=-\frac{2kD}{r}+4X,\qquad D'=-\frac{2kS}{r}+4WX,\qquad X'=S-WD.
\]

Since \(Er+a=rW\),

\[
\begin{aligned}
(rWS-rD-2kX)'&=ES+(-2kWD+4rWX)-D\\
&\quad+(2kS-4rWX)-2k(S-WD)\\
&=ES-D,\\
(rS)'&=S-2kD+4rX.
\end{aligned}
\]

These are the `radial_identities`; Lean assembles the derivatives and closes the algebra with `field_simp` and `ring`.

At the origin both bracketed functions vanish because \(P,Q\to0\). At infinity \(rS\to0\), and for \(r\ge1\) it bounds \(S\), \(|rD|\) and \(|X|\); this is the step `dom`. Integrating, with \(\int S\,dr=1\),

\[
0=E-\int_0^\infty D\,dr,\qquad 0=1-2kE+4\int_0^\infty rX\,dr,
\]

which are the two results.

The integration is done by `integral_eq_zero_of_boundary`, which gives the function its limiting value at \(r=0\) and applies the fundamental theorem of calculus on the half-line. `integrable_densities` obtains the integrability of \(S\) from the normalisation, because Lean assigns a non-integrable function the integral 0, not 1. The bound \(|D|\le S\) then covers \(D\).

## The nodeless state, with numbers

For \(k=-1\), \(a,E>0\) and \(a^2+E^2=1\), put \(u=r^Ee^{-ar}\), so \(u'=(E/r-a)u\), and take \(P=c(1+E)u\), \(Q=-cau\), with \(c\) the normalisation constant. The right-hand sides of the radial equations become

\[
\begin{aligned}
cu\left[\frac{1+E-a^2}{r}-a(1+E)\right]&=c(1+E)\left(\frac Er-a\right)u=P',\\
cu\left[-\frac{aE}{r}+1-E^2\right]&=-ca\left(\frac Er-a\right)u=Q'.
\end{aligned}
\]

`boundState_witness` does this algebra with `linear_combination`, and uses positive Gamma integrals for the normalisation and integrability. The power \(r^E\) gives the limit at the origin, the exponential the one at infinity. `gFactor_ground` then yields \(g=\tfrac23(1+2E)\).

Take \(a=\tfrac35\), \(E=\tfrac45\). Then \(P:Q=3:-1\), so the normalised densities carry weights \(\tfrac9{10}\) and \(\tfrac1{10}\), and \(\int D\,dr=\tfrac45=E\). The mean radius is \((2E+1)/(2a)=\tfrac{13}6\), hence

\[
\int_0^\infty rPQ\,dr=-\frac3{10}\cdot\frac{13}6=-\frac{13}{20}=\frac{2kE-1}4,\qquad g=\frac{26}{15}.
\]

Normalisation matters: doubling both components of this state preserves every other condition, yet \(\int D\,dr\) becomes \(\tfrac{16}5\) while \(E\) is still \(\tfrac45\).
